# Uniform translation is the only zero mode of a finite, connected scalar network of nonnegative springs

Shift every atom of a harmonic solid by the same amount and no spring is stretched, so no restoring force appears. The force-constant matrix therefore has a zero mode for each independent direction of translation. In a model with one displacement component per atom, there is just one such direction. If a calculation with such a model finds a second, independent zero mode, is something wrong with the springs, or has part of the structure come loose?

Take a finite set $V$ of atoms, each with one real displacement $u_i$, and let $k_{ij}$ be the stiffness of the spring between atoms $i$ and $j$. The force-constant matrix is

$$\Phi_{ij} = \delta_{ij}\sum_l k_{il} - k_{ij},$$

and the restoring force on atom $i$ is $-(\Phi u)_i$. A zero mode is a displacement with $\Phi u = 0$. When the springs are symmetric and nonnegative and the positive ones connect all atoms, the zero modes are exactly the uniform displacements.

The model has one displacement component per atom. It does not cover vector displacements, where rotations and floppy modes can add further zero modes.

```lean
import Mathlib

open Matrix

namespace SpringNetwork

noncomputable section

variable {V : Type*}
```

## Atoms linked by positive springs

Two atoms are linked if one can walk from one to the other along springs with $k_{ab} > 0$. In Lean this is `Relation.ReflTransGen`, which allows any finite number of steps, including none, so every atom is linked to itself.

```lean
/-- Two atoms are linked if a finite path of strictly positive springs leads from one
to the other. -/
abbrev Linked (k : Matrix V V ℝ) (i j : V) : Prop :=
  Relation.ReflTransGen (fun a b => 0 < k a b) i j
```

The network is connected if every pair is linked: no part of it floats free of the rest.

```lean
/-- The network is connected if every two atoms are linked by positive springs. -/
def Connected (k : Matrix V V ℝ) : Prop := ∀ i j, Linked k i j
```

A spring has the same stiffness seen from either end, $k_{ij} = k_{ji}$, so a path can be walked backwards. The proof is by induction on the path, reversing one spring at a time.

```lean
/-- For symmetric springs, a path of positive springs can be followed backwards. -/
theorem linked_symm {k : Matrix V V ℝ} (hs : ∀ i j, k i j = k j i) {i j : V}
    (h : Linked k i j) : Linked k j i := by
  induction h with
  | refl => exact Relation.ReflTransGen.refl
  | @tail b c _ hbc ih =>
    have hcb : 0 < k c b := lt_of_lt_of_eq hbc (hs b c)
    exact Relation.ReflTransGen.head hcb ih
```

## Forces from stretches

`forceConstants k` is the matrix $\Phi$ above. A diagonal entry $k_{ii}$ enters once with each sign and cancels, so it has no effect.

```lean
variable [Fintype V] [DecidableEq V]

/-- The force-constant matrix `Φ = diag(∑ l, k i l) - k` of a spring network. -/
def forceConstants (k : Matrix V V ℝ) : Matrix V V ℝ :=
  Matrix.diagonal (fun i => ∑ l, k i l) - k
```

Each bond stores the energy $\tfrac12 k_{ij}(u_i-u_j)^2$. A sum over all ordered pairs counts it twice, so

$$E(u) = \frac14\sum_{i,j} k_{ij}(u_i-u_j)^2 .$$

```lean
omit [DecidableEq V] in
/-- The elastic energy for symmetric `k`: `k i j * (u i - u j)² / 2` for each bond. The double sum
meets each bond twice, hence the factor `1/4`. -/
def elasticEnergy (k : Matrix V V ℝ) (u : V → ℝ) : ℝ :=
  1 / 4 * ∑ i, ∑ j, k i j * (u i - u j) ^ 2
```

Applying $\Phi$ to a displacement gives

$$(\Phi u)_i = \Big(\sum_j k_{ij}\Big)u_i - \sum_j k_{ij}u_j = \sum_j k_{ij}(u_i-u_j).$$

Only differences of displacements appear. In Lean, `*ᵥ` is the matrix–vector product, and the proof splits off the diagonal part and distributes the sums in the same way.

```lean
/-- The matrix `Φ` acts on displacements through the stretches of the springs. -/
theorem forceConstants_mulVec (k : Matrix V V ℝ) (u : V → ℝ) (i : V) :
    (forceConstants k *ᵥ u) i = ∑ j, k i j * (u i - u j) := by
  rw [forceConstants, Matrix.sub_mulVec, Pi.sub_apply, Matrix.mulVec_diagonal]
  simp only [Matrix.mulVec, dotProduct, mul_sub, Finset.sum_sub_distrib, Finset.sum_mul]
```

## The quadratic form is the elastic energy

Let $S = u\cdot\Phi u = \sum_{i,j} k_{ij}\,u_i(u_i-u_j)$. Exchanging the names $i$ and $j$ and using $k_{ij}=k_{ji}$ gives $S = \sum_{i,j} k_{ij}\,u_j(u_j-u_i)$. Adding the two forms,

$$2S = \sum_{i,j}k_{ij}(u_i-u_j)^2 = 4E(u), \qquad\text{so}\qquad \tfrac12\,u\cdot\Phi u = E(u).$$

In the proof, `h1` is the first form of $S$, `h2` the exchange of ends, and `h3` the addition.

```lean
/-- For symmetric springs, the quadratic form `u · Φ u / 2` is the elastic energy. -/
theorem half_quadratic_form_eq_energy {k : Matrix V V ℝ} (hs : ∀ i j, k i j = k j i)
    (u : V → ℝ) : 1 / 2 * (u ⬝ᵥ (forceConstants k *ᵥ u)) = elasticEnergy k u := by
  have h1 : u ⬝ᵥ (forceConstants k *ᵥ u) = ∑ i, ∑ j, u i * (k i j * (u i - u j)) := by
    simp only [dotProduct, forceConstants_mulVec, Finset.mul_sum]
  -- exchange the two ends of every spring
  have h2 : ∑ i, ∑ j, u i * (k i j * (u i - u j))
      = ∑ i, ∑ j, u j * (k i j * (u j - u i)) := by
    rw [Finset.sum_comm]
    refine Finset.sum_congr rfl fun i _ => Finset.sum_congr rfl fun j _ => ?_
    rw [hs j i]
  have h3 : ∑ i, ∑ j, k i j * (u i - u j) ^ 2
      = ∑ i, ∑ j, u i * (k i j * (u i - u j)) + ∑ i, ∑ j, u j * (k i j * (u j - u i)) := by
    simp only [← Finset.sum_add_distrib]
    refine Finset.sum_congr rfl fun i _ => Finset.sum_congr rfl fun j _ => ?_
    ring
  rw [elasticEnergy, h1, h3, ← h2]
  ring
```

If all $k_{ij}\ge 0$, every term of $E$ is nonnegative, hence $u\cdot\Phi u\ge 0$. No displacement lowers the energy.

```lean
/-- For symmetric nonnegative springs, `Φ` is positive semidefinite. -/
theorem quadratic_form_nonneg {k : Matrix V V ℝ} (hs : ∀ i j, k i j = k j i)
    (hn : ∀ i j, 0 ≤ k i j) (u : V → ℝ) : 0 ≤ u ⬝ᵥ (forceConstants k *ᵥ u) := by
  have h := half_quadratic_form_eq_energy hs u
  have hE : 0 ≤ elasticEnergy k u :=
    mul_nonneg (by norm_num) (Finset.sum_nonneg fun i _ => Finset.sum_nonneg fun j _ =>
      mul_nonneg (hn i j) (sq_nonneg _))
  linarith
```

## Zero modes are constant on each cluster

Suppose $\Phi u = 0$. Then $E(u) = \tfrac12 u\cdot\Phi u = 0$. A sum of nonnegative terms vanishes only if each term does, so

$$k_{ij}(u_i-u_j)^2 = 0\quad\text{for all } i,j .$$

Where $k_{ij}>0$, this forces $u_i=u_j$. Following a path spring by spring, $u$ takes the same value on any two linked atoms.

Conversely, suppose $u$ agrees on linked atoms. In $\sum_j k_{ij}(u_i-u_j)$, each term has either $k_{ij}=0$ or $k_{ij}>0$, and in the second case $u_i=u_j$. Every term vanishes, so $\Phi u=0$.

Connectedness is not needed here. The Lean proof obtains the vanishing terms as `hij`, and its induction extends the path from `b` to `c` by one positive spring.

```lean
/-- For symmetric nonnegative springs, connected or not, the zero modes are exactly the
displacements that agree on any two linked atoms. -/
theorem zero_mode_iff_linked {k : Matrix V V ℝ} (hs : ∀ i j, k i j = k j i)
    (hn : ∀ i j, 0 ≤ k i j) (u : V → ℝ) :
    forceConstants k *ᵥ u = 0 ↔ ∀ i j, Linked k i j → u i = u j := by
  constructor
  · intro hu
    -- a zero mode costs no energy, so every term of the energy vanishes
    have hE : ∑ i, ∑ j, k i j * (u i - u j) ^ 2 = 0 := by
      have h := half_quadratic_form_eq_energy hs u
      rw [hu, dotProduct_zero, elasticEnergy] at h
      linarith
    have h0 : ∀ i j, 0 ≤ k i j * (u i - u j) ^ 2 :=
      fun i j => mul_nonneg (hn i j) (sq_nonneg _)
    have h1 : ∀ i ∈ (Finset.univ : Finset V), 0 ≤ ∑ j, k i j * (u i - u j) ^ 2 :=
      fun i _ => Finset.sum_nonneg fun j _ => h0 i j
    have hij : ∀ i j, k i j * (u i - u j) ^ 2 = 0 := by
      intro i j
      have hi := (Finset.sum_eq_zero_iff_of_nonneg h1).1 hE i (Finset.mem_univ i)
      exact (Finset.sum_eq_zero_iff_of_nonneg (fun j _ => h0 i j)).1 hi j (Finset.mem_univ j)
    -- carry the equality of displacements along the path
    intro i j h
    induction h with
    | refl => rfl
    | @tail b c _ hbc ih =>
      have hpos : 0 < k b c := hbc
      rw [ih]
      rcases mul_eq_zero.1 (hij b c) with h | h
      · exact absurd h hpos.ne'
      · exact sub_eq_zero.1 ((pow_eq_zero_iff two_ne_zero).1 h)
  · intro h
    ext i
    rw [forceConstants_mulVec, Pi.zero_apply]
    refine Finset.sum_eq_zero fun j _ => ?_
    rcases (hn i j).eq_or_lt with h0 | h0
    · rw [← h0, zero_mul]
    · rw [h i j (Relation.ReflTransGen.single h0), sub_self, mul_zero]
```

## With nonnegative springs, a connected network has only uniform zero modes

If all atoms are linked, $u$ has the same value everywhere. The theorem takes symmetry (`hs`), nonnegativity (`hn`) and connectedness (`hc`), and states that $\Phi u=0$ if and only if there is a real $c$ with $u_i=c$ for every $i$. The proof compares each atom with a chosen atom `a`; with no atoms at all, the statement is trivial.

```lean
/-- In a connected network of symmetric nonnegative springs, a displacement is a zero
mode if and only if it is a uniform translation. -/
theorem zero_mode_iff_uniform {k : Matrix V V ℝ} (hs : ∀ i j, k i j = k j i)
    (hn : ∀ i j, 0 ≤ k i j) (hc : Connected k) (u : V → ℝ) :
    forceConstants k *ᵥ u = 0 ↔ ∃ c : ℝ, u = fun _ => c := by
  rw [zero_mode_iff_linked hs hn]
  constructor
  · intro h
    rcases isEmpty_or_nonempty V with hV | ⟨⟨a⟩⟩
    · exact ⟨0, funext fun i => isEmptyElim i⟩
    · exact ⟨u a, funext fun i => h i a (hc i a)⟩
  · rintro ⟨c, rfl⟩ i j _
    rfl
```

By linearity, $\Phi u=\Phi v$ means $\Phi(u-v)=0$. The forces thus fix the displacements up to a common shift.

```lean
/-- In a connected network of symmetric nonnegative springs, two displacements produce
the same forces if and only if they differ by a uniform translation. -/
theorem same_forces_iff {k : Matrix V V ℝ} (hs : ∀ i j, k i j = k j i)
    (hn : ∀ i j, 0 ≤ k i j) (hc : Connected k) (u v : V → ℝ) :
    forceConstants k *ᵥ u = forceConstants k *ᵥ v ↔ ∃ c : ℝ, u - v = fun _ => c := by
  rw [← zero_mode_iff_uniform hs hn hc, Matrix.mulVec_sub, sub_eq_zero]
```

This is the ambiguity met when solving $\Phi u=f$ for the static response of such a one-component harmonic model to applied forces $f$. With at least one atom, the matrix is singular, and singling out one solution takes one more condition, such as holding one atom at $u_a=0$ or requiring $\sum_i u_i=0$. The forces must also balance, $\sum_i f_i=0$. In code, $\Phi$ can be assembled bond by bond: add $k_{ij}$ to the two diagonal entries and subtract it from the two off-diagonal ones. Each row then sums to zero, up to rounding.

## With nonnegative springs, an extra zero mode reveals a loose cluster

Conversely, suppose every zero mode is uniform. Pick an atom $i$ and set $u_a=1$ on the atoms linked to $i$ and $u_a=0$ elsewhere. This $u$ agrees on linked atoms, so it is a zero mode, and therefore uniform. Since $u_i=1$, it equals 1 everywhere, and every atom is linked to $i$.

So, with symmetric nonnegative springs, a network that has come apart always has a non-uniform zero mode. By the theorem of the previous section, a connected one has none. A non-uniform zero mode therefore exists exactly when the network is not connected.

```lean
/-- If every zero mode of a network of symmetric nonnegative springs is a uniform
translation, then the network is connected. -/
theorem connected_of_zero_modes_uniform {k : Matrix V V ℝ} (hs : ∀ i j, k i j = k j i)
    (hn : ∀ i j, 0 ≤ k i j)
    (h : ∀ u : V → ℝ, forceConstants k *ᵥ u = 0 → ∃ c : ℝ, u = fun _ => c) :
    Connected k := by
  classical
  intro i j
  -- move only the cluster of atoms linked to `i`
  let u : V → ℝ := fun a => if Linked k i a then 1 else 0
  have hu : forceConstants k *ᵥ u = 0 := by
    refine (zero_mode_iff_linked hs hn u).2 fun a b hab => ?_
    have hiff : Linked k i a ↔ Linked k i b :=
      ⟨fun h => Relation.ReflTransGen.trans h hab,
        fun h => Relation.ReflTransGen.trans h (linked_symm hs hab)⟩
    exact if_congr hiff rfl rfl
  obtain ⟨c, hc⟩ := h u hu
  have hi : u i = 1 := if_pos Relation.ReflTransGen.refl
  have hj : u j = 1 := (congrFun hc j).trans ((congrFun hc i).symm.trans hi)
  by_contra hij
  have h0 : u j = 0 := if_neg hij
  linarith
```

## A negative spring can add a zero mode

Effective force constants fitted to a real material can be negative. Take three atoms, numbered 0, 1, 2 as in Lean, with $k_{01}=k_{12}=2$ and $k_{02}=-1$.

```lean
/-- Three atoms with springs `2` between neighbours and `-1` between the end atoms. -/
def frustrated : Matrix (Fin 3) (Fin 3) ℝ := !![0, 2, -1; 2, 0, 2; -1, 2, 0]
```

The two positive springs connect all the atoms. The force-constant matrix and its action on $(1,0,-1)$ are

$$\Phi=\begin{pmatrix}1&-2&1\\-2&4&-2\\1&-2&1\end{pmatrix},\qquad \Phi\begin{pmatrix}1\\0\\-1\end{pmatrix}=0 .$$

Normalised, this mode is $(1,0,-1)/\sqrt2$. For the unnormalised displacement, the positive springs store energy $1+1$ and the negative one contributes $-2$. Zero total energy no longer means that each spring is unstretched, which is where the argument needs nonnegativity.

The Lean proof links each atom to the middle one, evaluates the three components of $\Phi u$, and notes that a uniform displacement would require $1=c=-1$.

```lean
/-- Nonnegativity cannot be dropped: the symmetric network `frustrated` is connected by
positive springs, yet the non-uniform displacement `(1, 0, -1)` is a zero mode. -/
theorem negative_spring_extra_zero_mode :
    (∀ i j, frustrated i j = frustrated j i) ∧ Connected frustrated ∧
      forceConstants frustrated *ᵥ ![1, 0, -1] = 0 ∧
      ¬ ∃ c : ℝ, (![1, 0, -1] : Fin 3 → ℝ) = fun _ => c := by
  have hs : ∀ i j, frustrated i j = frustrated j i := by
    intro i j
    fin_cases i <;> fin_cases j <;> simp [frustrated]
  -- every atom is linked to the middle one
  have hmid : ∀ i, Linked frustrated i 1 := by
    intro i
    fin_cases i
    · exact Relation.ReflTransGen.single (show 0 < frustrated 0 1 by simp [frustrated])
    · exact Relation.ReflTransGen.refl
    · exact Relation.ReflTransGen.single (show 0 < frustrated 2 1 by simp [frustrated])
  refine ⟨hs, fun i j => Relation.ReflTransGen.trans (hmid i) (linked_symm hs (hmid j)),
    ?_, ?_⟩
  · ext i
    rw [forceConstants_mulVec]
    fin_cases i <;> simp [frustrated, Fin.sum_univ_three] <;> norm_num
  · rintro ⟨c, hc⟩
    have h0 : (1 : ℝ) = c := congrFun hc 0
    have h2 : (-1 : ℝ) = c := congrFun hc 2
    linarith

end

end SpringNetwork
```

```lean
#print axioms SpringNetwork.zero_mode_iff_uniform
#print axioms SpringNetwork.same_forces_iff
#print axioms SpringNetwork.connected_of_zero_modes_uniform
#print axioms SpringNetwork.negative_spring_extra_zero_mode
```

```
'SpringNetwork.zero_mode_iff_uniform' depends on axioms: [propext, Classical.choice, Quot.sound]
'SpringNetwork.same_forces_iff' depends on axioms: [propext, Classical.choice, Quot.sound]
'SpringNetwork.connected_of_zero_modes_uniform' depends on axioms: [propext, Classical.choice, Quot.sound]
'SpringNetwork.negative_spring_extra_zero_mode' depends on axioms: [propext, Classical.choice, Quot.sound]
```
